# The commutator of a single-site Hubbard Hamiltonian with the pair creator is U − 2μ times the pair creator

The theorem `siteH_pair` concerns a single Hubbard site, without hopping, whose four basis states are empty, spin up, spin down and doubly occupied. The Hamiltonian, with the chemical potential included, is diagonal with entries 0, −μ, −μ and U − 2μ, and the pair creator takes the empty state to the doubly occupied one and every other basis state to zero. The statement is that their commutator equals U − 2μ times the pair creator, for all real U and μ, so that adding the pair changes the energy by U − 2μ. The attempt compares the two sides entry by entry, splitting into all sixteen cases and leaving each to `simp`.

This version doesn't compile in Lean 4 with Mathlib:

```lean
import Mathlib

open Matrix Complex

namespace EtaPairingDissipation

noncomputable section

/-- One Hubbard site with repulsion `U` and chemical potential `μ`, in the basis
empty, up, down, doubly occupied. -/
def siteH (U μ : ℝ) : Matrix (Fin 4) (Fin 4) ℂ :=
  diagonal ![0, -(μ : ℂ), -(μ : ℂ), (U : ℂ) - 2 * μ]

/-- The pair creator, taking the empty site to the doubly occupied one. -/
def pair : Matrix (Fin 4) (Fin 4) ℂ :=
  !![0, 0, 0, 0; 0, 0, 0, 0; 0, 0, 0, 0; 1, 0, 0, 0]

/-- On one Hubbard site the pair creator raises the energy by `U - 2 μ`. -/
theorem siteH_pair (U μ : ℝ) :
    siteH U μ * pair - pair * siteH U μ = ((U - 2 * μ : ℝ) : ℂ) • pair := by
  ext i j
  fin_cases i <;> fin_cases j <;> simp [siteH, pair, diagonal_mul, mul_diagonal]

end

end EtaPairingDissipation
```

Messages:

```
Main.lean:20:74: error: unsolved goals
case «0».«0»
U μ : ℝ
⊢ (![0, 0, 0, 0] ᵥ* diagonal ![0, -↑μ, -↑μ, ↑U - 2 * ↑μ]) 0 = 0

case «0».«1»
U μ : ℝ
⊢ (![0, 0, 0, 0] ᵥ* diagonal ![0, -↑μ, -↑μ, ↑U - 2 * ↑μ]) 1 = 0

case «0».«2»
U μ : ℝ
⊢ (![0, 0, 0, 0] ᵥ* diagonal ![0, -↑μ, -↑μ, ↑U - 2 * ↑μ]) 2 = 0

case «0».«3»
U μ : ℝ
⊢ (![0, 0, 0, 0] ᵥ* diagonal ![0, -↑μ, -↑μ, ↑U - 2 * ↑μ]) 3 = 0

case «1».«0»
U μ : ℝ
⊢ (![0, 0, 0, 0] ᵥ* diagonal ![0, -↑μ, -↑μ, ↑U - 2 * ↑μ]) 0 = 0

case «1».«1»
U μ : ℝ
⊢ (![0, 0, 0, 0] ᵥ* diagonal ![0, -↑μ, -↑μ, ↑U - 2 * ↑μ]) 1 = 0

case «1».«2»
U μ : ℝ
⊢ (![0, 0, 0, 0] ᵥ* diagonal ![0, -↑μ, -↑μ, ↑U - 2 * ↑μ]) 2 = 0

case «1».«3»
U μ : ℝ
⊢ (![0, 0, 0, 0] ᵥ* diagonal ![0, -↑μ, -↑μ, ↑U - 2 * ↑μ]) 3 = 0

case «2».«0»
U μ : ℝ
⊢ (![0, 0, 0, 0] ᵥ* diagonal ![0, -↑μ, -↑μ, ↑U - 2 * ↑μ]) 0 = 0

case «2».«1»
U μ : ℝ
⊢ (![0, 0, 0, 0] ᵥ* diagonal ![0, -↑μ, -↑μ, ↑U - 2 * ↑μ]) 1 = 0

case «2».«2»
U μ : ℝ
⊢ (![0, 0, 0, 0] ᵥ* diagonal ![0, -↑μ, -↑μ, ↑U - 2 * ↑μ]) 2 = 0

case «2».«3»
U μ : ℝ
⊢ (![0, 0, 0, 0] ᵥ* diagonal ![0, -↑μ, -↑μ, ↑U - 2 * ↑μ]) 3 = 0

case «3».«0»
U μ : ℝ
⊢ (![1, 0, 0, 0] ᵥ* diagonal ![0, -↑μ, -↑μ, ↑U - 2 * ↑μ]) 0 = 0

case «3».«1»
U μ : ℝ
⊢ (![1, 0, 0, 0] ᵥ* diagonal ![0, -↑μ, -↑μ, ↑U - 2 * ↑μ]) 1 = 0

case «3».«2»
U μ : ℝ
⊢ (![1, 0, 0, 0] ᵥ* diagonal ![0, -↑μ, -↑μ, ↑U - 2 * ↑μ]) 2 = 0

case «3».«3»
U μ : ℝ
⊢ (![1, 0, 0, 0] ᵥ* diagonal ![0, -↑μ, -↑μ, ↑U - 2 * ↑μ]) 3 = 0
Main.lean:22:67: warning: This simp argument is unused:
  mul_diagonal

Hint: Omit it from the simp argument list.
  [apply] simp [siteH, pair, diagonal_mul]

Note: This linter can be disabled with `set_option linter.unusedSimpArgs false`
```

The error lists sixteen goals, one for each matrix entry, that `simp` left open. In each, the product `pair * siteH U μ` has become a row of `pair` multiplied into a diagonal matrix, written `ᵥ*`, and `simp` goes no further.

The lemma meant for this product, `mul_diagonal`, gives an entry of a matrix times a diagonal matrix. But `simp` was also told to unfold `pair`, and once the matrix was written out by rows, the product was rewritten row by row. The form `mul_diagonal` needs was then gone, which is why the warning reports it unused.

The repair changes the order. Before the split into cases, `simp only` unfolds `siteH` but not `pair`. `Matrix.sub_apply` and `Matrix.smul_apply` bring the goal down to single entries, and `diagonal_mul` and `mul_diagonal` then turn both products into ordinary products of numbers. No matrix product is left when `simp [pair]` fills in the entries of `pair`, and it closes all sixteen cases.

Fix (accepted with no message):

```diff
@@ -20,5 +20,6 @@
     siteH U μ * pair - pair * siteH U μ = ((U - 2 * μ : ℝ) : ℂ) • pair := by
   ext i j
-  fin_cases i <;> fin_cases j <;> simp [siteH, pair, diagonal_mul, mul_diagonal]
+  simp only [siteH, Matrix.sub_apply, Matrix.smul_apply, diagonal_mul, mul_diagonal]
+  fin_cases i <;> fin_cases j <;> simp [pair]
 
 end
```
